# The low-temperature configuration integral of a quadratically confined particle in one dimension

A classical particle in a one-dimensional well \(U\) gathers at the minimum on cooling only if something keeps it from escaping. Here this is ensured by a parabola beneath the potential: \(U(x)\ge U(0)+cx^2\) for all \(x\), with some \(c>0\). This excludes a second minimum of equal depth, a minimum without curvature such as that of \(x^4\), and any potential that rises more slowly than a parabola at large distance or levels off at dissociation. If \(U\) is also twice continuously differentiable, then

\[
\sqrt\beta\int e^{-\beta(U(x)-U(0))}\,dx\;\to\;\sqrt{2\pi/U''(0)}\qquad(\beta=1/k_BT\to\infty).
\]

The right-hand side is the exact value, at every temperature, for the harmonic potential \(U(0)+U''(0)x^2/2\). Harmonic crystals serve as reference systems in free-energy calculations for solids; here there is a single coordinate. Motion in three dimensions, coupling to neighbouring atoms and potentials that level off are not covered. Nor are quantum effects: for a real atom the classical treatment loses accuracy as \(k_BT\) comes down to the vibrational quantum, and fails well below it.

```lean
import Mathlib

open Filter Topology MeasureTheory

namespace LowTemperatureHarmonicLimit

noncomputable section

/-- The curvature `U''(0)` of the potential at the origin. -/
def curvature (U : ℝ → ℝ) : ℝ := deriv (deriv U) 0
```

`curvature U` is the second derivative at the origin, written \(k=U''(0)\) below.

```lean
/-- The configuration integral `Z(β) = ∫ exp(-β U(x)) dx`. -/
def configIntegral (U : ℝ → ℝ) (β : ℝ) : ℝ := ∫ x, Real.exp (-(β * U x))
```

This is \(Z(\beta)\), an integral over position only. Momenta and the thermal wavelength are left out, and lengths are in reduced units.

```lean
/-- The configurational free energy `-(ln Z(β))/β`, for `β > 0` and a finite, positive `Z(β)`. -/
def freeEnergy (U : ℝ → ℝ) (β : ℝ) : ℝ := -Real.log (configIntegral U β) / β
```

The free energy is \(F=-\ln Z/\beta\).

```lean
/-- The canonical average of an observable `A` of the position, for a finite, positive `Z(β)` and an
integrable `A(x) exp(-β U(x))`. -/
def thermalAverage (U A : ℝ → ℝ) (β : ℝ) : ℝ :=
  (∫ x, A x * Real.exp (-(β * U x))) / configIntegral U β
```

The thermal average \(\langle A\rangle\) is the Boltzmann-weighted integral of \(A\) divided by \(Z\).

```lean
variable {U : ℝ → ℝ} {c : ℝ}

/-- If a twice continuously differentiable potential lies above `U(0) + c x²` with `c > 0`,
then `(U(x) - U(0))/x²` tends to `U''(0)/2` as `x` tends to `0`. -/
theorem harmonic_expansion (hU : ContDiff ℝ 2 U) (hc : 0 < c)
    (hmin : ∀ x, U 0 + c * x ^ 2 ≤ U x) :
    Tendsto (fun x => (U x - U 0) / x ^ 2) (𝓝[≠] 0) (𝓝 (curvature U / 2)) := by
  have hd : Differentiable ℝ U := hU.differentiable (by norm_num)
  have hU' : ContDiff ℝ (1 + 1) U := by rw [one_add_one_eq_two]; exact hU
  have hd2 : Differentiable ℝ (deriv U) :=
    ((contDiff_succ_iff_deriv (n := 1)).1 hU').2.2.differentiable (by norm_num)
  -- the force vanishes at the minimum
  have hle : ∀ x, U 0 ≤ U x := fun x => by
    linarith [hmin x, mul_nonneg hc.le (sq_nonneg x)]
  have h0 : deriv U 0 = 0 := IsLocalMin.deriv_eq_zero (Eventually.of_forall hle)
  have hs := hasDerivAt_iff_tendsto_slope.1 (hd2 0).hasDerivAt
  have hcont : Continuous (fun x => U x - U 0) := hd.continuous.sub continuous_const
  refine HasDerivAt.lhopital_zero_nhdsNE (f' := deriv U) (g' := fun x => 2 * x)
    (Eventually.of_forall fun x => (hd x).hasDerivAt.sub_const (U 0))
    (Eventually.of_forall fun x => by simpa using hasDerivAt_pow 2 x) ?_
    ((hcont.tendsto' 0 0 (by simp)).mono_left nhdsWithin_le_nhds)
    (((continuous_pow 2).tendsto' 0 0 (by simp)).mono_left nhdsWithin_le_nhds) ?_
  · filter_upwards [self_mem_nhdsWithin] with x hx
    exact mul_ne_zero two_ne_zero hx
  · refine (hs.div_const 2).congr fun x => ?_
    simp only [slope_def_field, h0, sub_zero, div_div, mul_comm x 2]
```

In a Lean theorem the hypotheses stand in brackets, the claim follows the colon, and the proof follows `:=`. Here `hU` is the smoothness of \(U\), and `hc` and `hmin` are the confinement. `Tendsto` states a limit, and `𝓝[≠] 0` means that \(x\) approaches 0 without reaching it.

By hand: the bound makes the origin a minimum, so \(U'(0)=0\). L'Hôpital's rule then gives

\[
\lim_{x\to0}\frac{U(x)-U(0)}{x^2}=\lim_{x\to0}\frac{U'(x)-U'(0)}{2x}=\frac{k}{2}.
\]

Lean applies the same rule with `HasDerivAt.lhopital_zero_nhdsNE`; `hs` supplies the last limit.

```lean
/-- A twice continuously differentiable potential above `U(0) + c x²`, with `c > 0`, has
curvature at least `2c` at the origin. -/
theorem two_mul_le_curvature (hU : ContDiff ℝ 2 U) (hc : 0 < c)
    (hmin : ∀ x, U 0 + c * x ^ 2 ≤ U x) : 2 * c ≤ curvature U := by
  have h : c ≤ curvature U / 2 := by
    refine ge_of_tendsto (harmonic_expansion hU hc hmin) ?_
    filter_upwards [self_mem_nhdsWithin] with x hx
    have hx' : x ≠ 0 := hx
    rw [le_div_iff₀ (by positivity)]
    linarith [hmin x]
  linarith
```

For \(x\neq0\) the confinement reads \((U(x)-U(0))/x^2\ge c\). The inequality survives the limit (`ge_of_tendsto`), so \(k\ge2c>0\). Positive curvature is therefore not a separate hypothesis: it is already contained in the confinement, which a flat minimum such as that of \(x^4\) does not satisfy.

```lean
/-- For `β > 0`, moments of the Boltzmann weight can be computed in the thermal length unit
`y = √β x`. -/
theorem moment_rescale (U : ℝ → ℝ) (n : ℕ) {β : ℝ} (hβ : 0 < β) :
    √β * ∫ x, (√β * x) ^ n * Real.exp (-(β * (U x - U 0))) =
      ∫ y, y ^ n * Real.exp (-(β * (U (y / √β) - U 0))) := by
  have hs : 0 < √β := Real.sqrt_pos.2 hβ
  have h := Measure.integral_comp_mul_left
    (fun y => y ^ n * Real.exp (-(β * (U (y / √β) - U 0)))) (√β)
  simp only [mul_div_cancel_left₀ _ hs.ne', smul_eq_mul, abs_of_pos (inv_pos.2 hs)] at h
  rw [h, ← mul_assoc, mul_inv_cancel₀ hs.ne', one_mul]
```

This is the substitution \(y=\sqrt\beta\,x\), \(dy=\sqrt\beta\,dx\), for the \(n\)-th moment of the Boltzmann weight.

```lean
/-- A Gaussian weight `exp(-b y²)` with `b > 0` has finite moments of every order. -/
theorem integrable_gaussian_moment {b : ℝ} (hb : 0 < b) (n : ℕ) :
    Integrable (fun y : ℝ => y ^ n * Real.exp (-b * y ^ 2)) := by
  have hn : (-1 : ℝ) < n := by linarith [(Nat.cast_nonneg n : (0 : ℝ) ≤ n)]
  simpa only [Real.rpow_natCast] using integrable_rpow_mul_exp_neg_mul_sq hb hn
```

`Integrable` says that \(y^ne^{-by^2}\) has a finite integral of its absolute value.

```lean
/-- For a twice continuously differentiable potential above `U(0) + c x²`, `c > 0`, every moment
in the thermal length unit tends to that of the harmonic weight `exp(-U''(0) y²/2)`. -/
theorem moment_tendsto (hU : ContDiff ℝ 2 U) (hc : 0 < c)
    (hmin : ∀ x, U 0 + c * x ^ 2 ≤ U x) (n : ℕ) :
    Tendsto (fun β : ℝ => √β * ∫ x, (√β * x) ^ n * Real.exp (-(β * (U x - U 0)))) atTop
      (𝓝 (∫ y, y ^ n * Real.exp (-(curvature U / 2) * y ^ 2))) := by
  have hcont := hU.continuous
  have key : Tendsto (fun β : ℝ => ∫ y, y ^ n * Real.exp (-(β * (U (y / √β) - U 0)))) atTop
      (𝓝 (∫ y, y ^ n * Real.exp (-(curvature U / 2) * y ^ 2))) := by
    refine tendsto_integral_filter_of_dominated_convergence
      (fun y => ‖y ^ n * Real.exp (-c * y ^ 2)‖)
      (Eventually.of_forall fun β => Continuous.aestronglyMeasurable (by fun_prop)) ?_
      (integrable_gaussian_moment hc n).norm (Eventually.of_forall fun y => ?_)
    · -- confinement gives a Gaussian bound that does not depend on temperature
      filter_upwards [eventually_gt_atTop 0] with β hβ
      refine Eventually.of_forall fun y => ?_
      rw [norm_mul, norm_mul, Real.norm_of_nonneg (Real.exp_pos _).le,
        Real.norm_of_nonneg (Real.exp_pos _).le]
      refine mul_le_mul_of_nonneg_left (Real.exp_le_exp.2 ?_) (norm_nonneg _)
      have h := hmin (y / √β)
      rw [div_pow, Real.sq_sqrt hβ.le] at h
      have h1 : β * (c * (y ^ 2 / β)) = c * y ^ 2 := by field_simp
      have h2 := mul_le_mul_of_nonneg_left h hβ.le
      rw [mul_add, h1] at h2
      linarith
    · -- at fixed `y` only the quadratic term of the potential survives
      have hlim : Tendsto (fun β : ℝ => β * (U (y / √β) - U 0)) atTop
          (𝓝 (curvature U / 2 * y ^ 2)) := by
        by_cases hy : y = 0
        · simp [hy]
        have hx : Tendsto (fun β : ℝ => y / √β) atTop (𝓝[≠] 0) := by
          refine tendsto_nhdsWithin_iff.2 ⟨Real.tendsto_sqrt_atTop.const_div_atTop y, ?_⟩
          filter_upwards [eventually_gt_atTop 0] with β hβ
          exact div_ne_zero hy (Real.sqrt_pos.2 hβ).ne'
        refine (((harmonic_expansion hU hc hmin).comp hx).mul_const (y ^ 2)).congr' ?_
        filter_upwards [eventually_gt_atTop 0] with β hβ
        simp only [Function.comp_apply]
        rw [div_pow, Real.sq_sqrt hβ.le]
        generalize U (y / √β) = u
        field_simp
      rw [neg_mul]
      exact ((Real.continuous_exp.tendsto _).comp hlim.neg).const_mul (y ^ n)
  refine key.congr' ?_
  filter_upwards [eventually_gt_atTop 0] with β hβ
  exact (moment_rescale U n hβ).symm
```

The claim is that each rescaled moment tends to \(\int y^ne^{-ky^2/2}\,dy\). These moments are not normalised. Two facts are needed about the exponent \(\beta(U(y/\sqrt\beta)-U(0))\).

First, confinement gives a bound free of \(\beta\):

\[
\beta\bigl(U(y/\sqrt\beta)-U(0)\bigr)\ge\beta c\,\frac{y^2}{\beta}=cy^2 .
\]

Second, for fixed \(y\neq0\), put \(x=y/\sqrt\beta\to0\). Then

\[
\beta\bigl(U(x)-U(0)\bigr)=y^2\,\frac{U(x)-U(0)}{x^2}\to\frac{k}{2}y^2 ,
\]

and at \(y=0\) both sides vanish. The integrand therefore converges pointwise and stays below \(|y|^ne^{-cy^2}\) in absolute value, so dominated convergence lets the limit pass inside the integral. The two bulleted blocks in the proof are these two facts, in this order.

```lean
/-- Low-temperature harmonic limit: for a twice continuously differentiable `U` above
`U(0) + c x²` with `c > 0`, `√β ∫ exp(-β(U(x) - U(0))) dx` tends to `√(2π/U''(0))`
as `β` tends to infinity. -/
theorem harmonic_limit (hU : ContDiff ℝ 2 U) (hc : 0 < c)
    (hmin : ∀ x, U 0 + c * x ^ 2 ≤ U x) :
    Tendsto (fun β : ℝ => √β * ∫ x, Real.exp (-(β * (U x - U 0)))) atTop
      (𝓝 (√(2 * Real.pi / curvature U))) := by
  have h := moment_tendsto hU hc hmin 0
  simp only [pow_zero, one_mul, integral_gaussian] at h
  rwa [div_div_eq_mul_div, mul_comm Real.pi 2] at h
```

Setting \(n=0\) leaves the Gaussian integral \(\int e^{-ky^2/2}dy=\sqrt{2\pi/k}\), which is the stated limit.

```lean
/-- Measuring energies from `U(0)` multiplies every Boltzmann integral by `exp(β U(0))`. -/
theorem shift_energy (U A : ℝ → ℝ) (β : ℝ) :
    ∫ x, A x * Real.exp (-(β * (U x - U 0))) =
      Real.exp (β * U 0) * ∫ x, A x * Real.exp (-(β * U x)) := by
  rw [← integral_const_mul]
  congr 1
  ext x
  rw [show -(β * (U x - U 0)) = β * U 0 + -(β * U x) by ring, Real.exp_add]
  ring
```

Since \(e^{-\beta(U(x)-U(0))}=e^{\beta U(0)}e^{-\beta U(x)}\), the constant factor comes out of the integral.

```lean
/-- For a twice continuously differentiable `U` above `U(0) + c x²`, `c > 0`, the free energy
minus `U(0) + ln(β U''(0)/(2π))/(2β)` tends to zero even after multiplication by `β`. -/
theorem freeEnergy_harmonic (hU : ContDiff ℝ 2 U) (hc : 0 < c)
    (hmin : ∀ x, U 0 + c * x ^ 2 ≤ U x) :
    Tendsto (fun β : ℝ => β * (freeEnergy U β -
      (U 0 + Real.log (β * curvature U / (2 * Real.pi)) / (2 * β)))) atTop (𝓝 0) := by
  have hk : 0 < curvature U := by linarith [two_mul_le_curvature hU hc hmin]
  have hp : 0 < 2 * Real.pi := by positivity
  have hpos : √(2 * Real.pi / curvature U) ≠ 0 := (Real.sqrt_pos.2 (div_pos hp hk)).ne'
  have hL := harmonic_limit hU hc hmin
  have h := (hL.log hpos).const_sub (Real.log (√(2 * Real.pi / curvature U)))
  rw [sub_self] at h
  refine h.congr' ?_
  filter_upwards [eventually_gt_atTop 0, hL.eventually_ne hpos] with β hβ hne
  have hI : ∫ x, Real.exp (-(β * (U x - U 0))) = Real.exp (β * U 0) * configIntegral U β := by
    simpa only [one_mul, configIntegral] using shift_energy U (fun _ => 1) β
  rw [hI] at hne ⊢
  have hZ : configIntegral U β ≠ 0 := fun h0 => hne (by rw [h0]; ring)
  -- split both logarithms into their factors
  rw [Real.log_mul (Real.sqrt_pos.2 hβ).ne' (mul_ne_zero (Real.exp_pos _).ne' hZ),
    Real.log_mul (Real.exp_pos _).ne' hZ, Real.log_exp, Real.log_sqrt hβ.le,
    Real.log_sqrt (div_pos hp hk).le, Real.log_div hp.ne' hk.ne',
    Real.log_div (mul_pos hβ hk).ne' hp.ne', Real.log_mul hβ.ne' hk.ne', freeEnergy]
  generalize Real.log (2 * Real.pi) = p
  field_simp
  ring
```

Let \(I(\beta)\) be the left-hand side of the main limit, so \(I=\sqrt\beta\,e^{\beta U(0)}Z\). Taking logarithms,

\[
\beta F=\beta U(0)+\tfrac12\ln\beta-\ln I .
\]

Subtracting the harmonic estimate gives

\[
\beta\Bigl[F-U(0)-\frac{1}{2\beta}\ln\frac{\beta k}{2\pi}\Bigr]=\ln\sqrt{\frac{2\pi}{k}}-\ln I\;\to\;0 .
\]

The error in the free energy is thus small compared with \(k_BT\). Lean takes the logarithm of the limit, which is allowed because the limit is positive, and then splits the logarithms as above.

```lean
/-- The second moment of the Gaussian weight `exp(-b y²)`, `b > 0`, is `√(π/b)/(2b)`. -/
theorem gaussian_second_moment {b : ℝ} (hb : 0 < b) :
    ∫ y : ℝ, y ^ 2 * Real.exp (-b * y ^ 2) = √(Real.pi / b) / (2 * b) := by
  have hI0 := integrable_exp_neg_mul_sq hb
  have hI2 := (integrable_gaussian_moment hb 2).const_mul (2 * b)
  -- the total derivative of `y exp(-b y²)` integrates to zero
  have hder : ∀ y : ℝ, HasDerivAt (fun y => y * Real.exp (-b * y ^ 2))
      (Real.exp (-b * y ^ 2) - 2 * b * (y ^ 2 * Real.exp (-b * y ^ 2))) y := fun y => by
    have h1 : HasDerivAt (fun y : ℝ => -b * y ^ 2) (-b * (2 * y)) y := by
      simpa using (hasDerivAt_pow 2 y).const_mul (-b)
    exact ((hasDerivAt_id' y).fun_mul h1.exp).congr_deriv (by ring)
  have h := integral_eq_zero_of_hasDerivAt_of_integrable hder (hI0.sub hI2)
    (integrable_mul_exp_neg_mul_sq hb)
  rw [integral_sub hI0 hI2, integral_const_mul, integral_gaussian] at h
  rw [eq_div_iff (by positivity)]
  linarith
```

The derivative of \(ye^{-by^2}\) is \(e^{-by^2}-2by^2e^{-by^2}\), and it integrates to zero over the line. Hence \(2b\int y^2e^{-by^2}dy=\sqrt{\pi/b}\). Divided by the norm \(\sqrt{\pi/b}\), the second moment is \(1/(2b)\).

```lean
/-- For a twice continuously differentiable `U` above `U(0) + c x²`, `c > 0`, the mean square
displacement from the origin obeys `β⟨x²⟩ → 1/U''(0)` as `β` tends to infinity. -/
theorem fluctuation_limit (hU : ContDiff ℝ 2 U) (hc : 0 < c)
    (hmin : ∀ x, U 0 + c * x ^ 2 ≤ U x) :
    Tendsto (fun β : ℝ => β * thermalAverage U (fun x => x ^ 2) β) atTop
      (𝓝 (1 / curvature U)) := by
  have hk : 0 < curvature U := by linarith [two_mul_le_curvature hU hc hmin]
  have hs : √(Real.pi / (curvature U / 2)) ≠ 0 := (Real.sqrt_pos.2 (by positivity)).ne'
  have h2 := moment_tendsto hU hc hmin 2
  have h0 := moment_tendsto hU hc hmin 0
  rw [gaussian_second_moment (half_pos hk)] at h2
  simp only [pow_zero, integral_gaussian, one_mul] at h0
  have h := h2.div h0 hs
  rw [div_right_comm, div_self hs, mul_div_cancel₀ _ (two_ne_zero' ℝ)] at h
  refine h.congr' ?_
  filter_upwards [eventually_gt_atTop 0] with β hβ
  have hA : ∫ x, (√β * x) ^ 2 * Real.exp (-(β * (U x - U 0))) =
      β * (Real.exp (β * U 0) * ∫ x, x ^ 2 * Real.exp (-(β * U x))) := by
    rw [← shift_energy U (fun x => x ^ 2) β, ← integral_const_mul]
    simp only [mul_pow, Real.sq_sqrt hβ.le, mul_assoc]
  have hZ : ∫ x, Real.exp (-(β * (U x - U 0))) = Real.exp (β * U 0) * configIntegral U β := by
    simpa only [one_mul, configIntegral] using shift_energy U (fun _ => 1) β
  have hne : √β * Real.exp (β * U 0) ≠ 0 :=
    mul_ne_zero (Real.sqrt_pos.2 hβ).ne' (Real.exp_pos _).ne'
  -- the common prefactor cancels between numerator and normalisation
  simp only [Pi.div_apply]
  rw [hA, hZ, thermalAverage, ← mul_assoc (√β) (Real.exp (β * U 0)), mul_left_comm (√β) β,
    ← mul_assoc (√β) (Real.exp (β * U 0)), mul_div_assoc, mul_div_mul_left _ _ hne]

end

end LowTemperatureHarmonicLimit
```

The average is the ratio of the moments \(n=2\) and \(n=0\), in which \(\sqrt\beta\,e^{\beta U(0)}\) cancels:

\[
\beta\langle x^2\rangle=\frac{\sqrt\beta\int(\sqrt\beta x)^2e^{-\beta(U(x)-U(0))}dx}{\sqrt\beta\int e^{-\beta(U(x)-U(0))}dx}\to\frac1{2(k/2)}=\frac1k .
\]

This is equipartition, \(\langle x^2\rangle\approx k_BT/k\), at low temperature. Here \(\langle x^2\rangle\) is the mean square displacement from the minimum, which need not be the mean position.

```lean
#print axioms LowTemperatureHarmonicLimit.harmonic_limit
#print axioms LowTemperatureHarmonicLimit.freeEnergy_harmonic
#print axioms LowTemperatureHarmonicLimit.fluctuation_limit
```

```
'LowTemperatureHarmonicLimit.harmonic_limit' depends on axioms: [propext, Classical.choice, Quot.sound]
'LowTemperatureHarmonicLimit.freeEnergy_harmonic' depends on axioms: [propext, Classical.choice, Quot.sound]
'LowTemperatureHarmonicLimit.fluctuation_limit' depends on axioms: [propext, Classical.choice, Quot.sound]
```
